# Between energy eigenstates of equal energy, spin–orbit and exchange torques agree in magnitude if the spin operator commutes with the rest of the Hamiltonian

The last step of my Gilbert damping calculation sums squared torque matrix elements over pairs of Bloch states, each pair weighted by the overlap of its lifetime-broadened levels. Before that sum I have to pick a torque operator. I can take the commutator of the spin with the spin–orbit term, or its commutator with the exchange term.

I diagonalise the full Hamiltonian, spin–orbit coupling included, and have tried both. The intraband contributions agree to all printed digits. The interband contributions don't, and the gap grows when I increase the broadening. If the two operators describe the same torque, shouldn't they agree everywhere? And if they don't, why is the intraband part so perfect? I can't tell whether I have a bug.

## The two torque elements add up to an energy difference times a spin matrix element

The pattern you see is compatible with the algebra, so it is no sign of a bug. The two operators are different. Their matrix elements are tied together by an identity that makes them opposite at equal energy and lets them differ otherwise.

Write the Hamiltonian as $H = H_0 + X + V$, where $X$ is the exchange term, $V$ the spin–orbit term (not the potential, as the letter often suggests), and $H_0$ the spin-independent remainder, that is, kinetic energy and scalar potential. Let $S$ be a component of the spin. It acts on spin only, so $[S,H_0]=0$, and therefore
$$[S,H] = [S,V] + [S,X].$$

Let $u$ and $v$ be eigenvectors of $H$ with real energies $E_u$ and $E_v$. Since $H$ is Hermitian, it can act to the left on $u$:
$$\langle u,[S,H]v\rangle = \langle u,SHv\rangle-\langle Hu,Sv\rangle = (E_v-E_u)\langle u,Sv\rangle .$$

Together the two lines give
$$\langle u,[S,V]v\rangle+\langle u,[S,X]v\rangle=(E_v-E_u)\langle u,Sv\rangle .$$

If $E_u=E_v$, the right side is zero. The two matrix elements are then opposite and their squared magnitudes agree. This includes every diagonal element, hence your intraband sum.

For unequal energies, set $D=E_v-E_u$, $s=\langle u,Sv\rangle$ and $x=\langle u,[S,X]v\rangle$. The spin–orbit element is $Ds-x$, and expanding the square gives
$$|Ds-x|^2-|x|^2=D^2|s|^2-2D\,\mathrm{Re}(s^*x).$$

Now take states $\psi_a$ with energies $E_a$ and real weights $W_{ab}$. Multiplying by $W_{ab}$ and summing over all pairs gives the exact difference between the two dampings. Only pairs of different energy contribute to it. As long as the broadening is small compared with the energy difference, increasing it raises the energy-integrated overlap of the two levels, which fits the trend you report. The weight of a single pair at the Fermi energy can also fall, for example when one of the levels lies exactly there.

A spin-½ example shows that the difference can be large. It stands for a single $k$ point of a crystal without inversion symmetry, where spin–orbit coupling can act on the spin like a $k$-dependent magnetic field. Take $H_0=1$, $X=3\sigma_z+\sigma_y$, $V=-\sigma_z-\sigma_y$ and $S=\sigma_x$, the spin in units of $\hbar/2$. The $\sigma_y$ parts cancel in the sum, so $H=1+2\sigma_z$, and spin up and spin down are eigenstates with energies $3$ and $-1$. The torques are
$$[S,V]=\begin{pmatrix}-2i&2\\-2&2i\end{pmatrix},\qquad [S,X]=\begin{pmatrix}2i&-6\\6&-2i\end{pmatrix}.$$
With unit weights, the diagonal entries give $4+4=8$ for both operators. The off-diagonal entries give $4+4=8$ for spin–orbit and $36+36=72$ for exchange.

## What the Lean theorems say

The Lean file below states these results for complex matrices of any finite size, which fits non-interacting (Kohn–Sham or tight-binding) electrons in a finite orthonormal basis at one $k$ point.

- `torque S A` is the commutator $SA-AS$. The equation of motion $dS/dt=-(i/\hbar)[S,H]$ has an additional factor $-i/\hbar$, whose sign the docstring leaves out. That factor would rescale both dampings alike. In the docstrings, "spin-orbit torque" means the operator $[S,V]$, not the current-induced torque of the same name.
- `element u A v` is $\langle u,Av\rangle$, conjugate-linear in `u`.
- `damping W ψ T` is $\sum_{a,b}W_{ab}|\langle\psi_a,T\psi_b\rangle|^2$. The real weights `W` stand for the overlap of the broadened levels near the Fermi energy, and they are arbitrary here.

`spinOrbit_add_exchange_torque` is the identity for a pair of states. Its hypotheses are that the total `H0 + X + V` is Hermitian (`hH`), that `S` commutes with `H0` (`hS`), and that `u` and `v` satisfy the eigenvalue equation of the total Hamiltonian (`hu`, `hv`). The separate terms need not be Hermitian, and neither need `S`, so a ladder operator such as $S^-$ is allowed. The vectors need not be normalised, although a physical damping calls for normalised states.

`degenerate_torques` is the equal-energy case, with both the opposite sign and the equal magnitude. `damping_difference` is the summed formula, for any finite family of eigenvectors, complete or not. `intraband_damping_eq` says that the two dampings coincide if the weights vanish whenever `E a ≠ E b`. Despite its name, it also admits degenerate pairs from different bands.

`twoLevel_witness` confirms that the spin-½ model meets the hypotheses, and `interband_damping_differs` gives its four values.

The step from here to a real magnet is the claim that its damping rate is given by such a weighted sum. That comes from the torque-correlation model, and so does the decision which torque belongs in the sum; the identity doesn't settle it.

```lean
import Mathlib

open Matrix

namespace TorqueOperatorChoice

noncomputable section

variable {n ι : Type*} [Fintype n] [Fintype ι]

/-- The torque operator generated by the term `A` of the Hamiltonian: the commutator `[S, A]`
with the spin operator `S`, in units without the factor `i/ħ`. -/
def torque (S A : Matrix n n ℂ) : Matrix n n ℂ := S * A - A * S

/-- The matrix element `⟨u, A v⟩`. -/
def element (u : n → ℂ) (A : Matrix n n ℂ) (v : n → ℂ) : ℂ := star u ⬝ᵥ (A *ᵥ v)

/-- The torque-correlation damping: squared torque matrix elements between the states `ψ a`
and `ψ b`, summed with weights `W a b`. -/
def damping (W : ι → ι → ℝ) (ψ : ι → n → ℂ) (T : Matrix n n ℂ) : ℝ :=
  ∑ a, ∑ b, W a b * ‖element (ψ a) T (ψ b)‖ ^ 2

/-- If the spin operator commutes with `H0`, the total torque is the sum of the torques of
`V` and `X`. -/
theorem torque_split {S H0 X V : Matrix n n ℂ} (hS : S * H0 = H0 * S) :
    torque S (H0 + X + V) = torque S V + torque S X := by
  simp only [torque, Matrix.mul_add, Matrix.add_mul, hS]
  abel

/-- Between eigenvectors of a Hermitian `H`, the matrix element of `[S, H]` is the energy
difference times the matrix element of `S`. -/
theorem element_total_torque {S H : Matrix n n ℂ} {u v : n → ℂ} {Eu Ev : ℝ}
    (hH : H.IsHermitian) (hu : H *ᵥ u = (Eu : ℂ) • u) (hv : H *ᵥ v = (Ev : ℂ) • v) :
    element u (torque S H) v = ((Ev - Eu : ℝ) : ℂ) * element u S v := by
  -- Hermiticity lets `H` act to the left on the bra
  have h1 : star u ᵥ* H = (Eu : ℂ) • star u := by
    have h := congrArg star hu
    rw [Matrix.star_mulVec, hH.eq, star_smul, Complex.star_def, Complex.conj_ofReal] at h
    exact h
  unfold element torque
  rw [Matrix.sub_mulVec, dotProduct_sub, ← Matrix.mulVec_mulVec, ← Matrix.mulVec_mulVec, hv,
    Matrix.mulVec_smul, dotProduct_smul, Matrix.dotProduct_mulVec (star u) H, h1,
    smul_dotProduct]
  simp only [smul_eq_mul]
  push_cast
  ring

/-- Let `H0 + X + V` be Hermitian and let `S` commute with `H0`. Between energy eigenvectors,
the spin-orbit torque `[S, V]` and the exchange torque `[S, X]` add up to the energy difference
times the matrix element of `S`. -/
theorem spinOrbit_add_exchange_torque {S H0 X V : Matrix n n ℂ} {u v : n → ℂ} {Eu Ev : ℝ}
    (hH : (H0 + X + V).IsHermitian) (hS : S * H0 = H0 * S)
    (hu : (H0 + X + V) *ᵥ u = (Eu : ℂ) • u) (hv : (H0 + X + V) *ᵥ v = (Ev : ℂ) • v) :
    element u (torque S V) v + element u (torque S X) v
      = ((Ev - Eu : ℝ) : ℂ) * element u S v := by
  rw [← element_total_torque hH hu hv, torque_split hS]
  simp only [element, Matrix.add_mulVec, dotProduct_add]

/-- Let `H0 + X + V` be Hermitian and let `S` commute with `H0`. Between eigenvectors of the
same energy, the spin-orbit and exchange torques are opposite and have equal magnitude. -/
theorem degenerate_torques {S H0 X V : Matrix n n ℂ} {u v : n → ℂ} {E : ℝ}
    (hH : (H0 + X + V).IsHermitian) (hS : S * H0 = H0 * S)
    (hu : (H0 + X + V) *ᵥ u = (E : ℂ) • u) (hv : (H0 + X + V) *ᵥ v = (E : ℂ) • v) :
    element u (torque S V) v = -element u (torque S X) v ∧
      ‖element u (torque S V) v‖ = ‖element u (torque S X) v‖ := by
  have h := spinOrbit_add_exchange_torque hH hS hu hv
  rw [sub_self, Complex.ofReal_zero, zero_mul] at h
  have h' := eq_neg_of_add_eq_zero_left h
  exact ⟨h', by rw [h', norm_neg]⟩

/-- Let `H0 + X + V` be Hermitian with eigenvectors `ψ a` of energies `E a`, and let `S` commute
with `H0`. The spin-orbit damping minus the exchange damping is a weighted sum of terms
proportional to the energy differences and their squares. -/
theorem damping_difference {S H0 X V : Matrix n n ℂ} {ψ : ι → n → ℂ} {E : ι → ℝ}
    (W : ι → ι → ℝ) (hH : (H0 + X + V).IsHermitian) (hS : S * H0 = H0 * S)
    (hψ : ∀ a, (H0 + X + V) *ᵥ ψ a = (E a : ℂ) • ψ a) :
    damping W ψ (torque S V) - damping W ψ (torque S X)
      = ∑ a, ∑ b, W a b * ((E b - E a) ^ 2 * ‖element (ψ a) S (ψ b)‖ ^ 2
          - 2 * (E b - E a) *
            (star (element (ψ a) S (ψ b)) * element (ψ a) (torque S X) (ψ b)).re) := by
  -- expansion of the square for a single pair of states
  have key : ∀ (D : ℝ) (s x : ℂ), ‖(D : ℂ) * s - x‖ ^ 2 - ‖x‖ ^ 2
      = D ^ 2 * ‖s‖ ^ 2 - 2 * D * (star s * x).re := by
    intro D s x
    simp only [Complex.sq_norm, Complex.normSq_apply, Complex.sub_re, Complex.sub_im,
      Complex.mul_re, Complex.mul_im, Complex.ofReal_re, Complex.ofReal_im,
      Complex.star_def, Complex.conj_re, Complex.conj_im]
    ring
  simp only [damping, ← Finset.sum_sub_distrib, ← mul_sub]
  refine Finset.sum_congr rfl fun a _ => Finset.sum_congr rfl fun b _ => ?_
  rw [eq_sub_of_add_eq (spinOrbit_add_exchange_torque hH hS (hψ a) (hψ b)), key]

/-- Let `H0 + X + V` be Hermitian with eigenvectors `ψ a` of energies `E a`, and let `S` commute
with `H0`. If the weights vanish between states of different energy, both torque operators give
the same damping. -/
theorem intraband_damping_eq {S H0 X V : Matrix n n ℂ} {ψ : ι → n → ℂ} {E : ι → ℝ}
    {W : ι → ι → ℝ} (hH : (H0 + X + V).IsHermitian) (hS : S * H0 = H0 * S)
    (hψ : ∀ a, (H0 + X + V) *ᵥ ψ a = (E a : ℂ) • ψ a)
    (hW : ∀ a b, E a ≠ E b → W a b = 0) :
    damping W ψ (torque S V) = damping W ψ (torque S X) := by
  rw [← sub_eq_zero, damping_difference W hH hS hψ]
  refine Finset.sum_eq_zero fun a _ => Finset.sum_eq_zero fun b _ => ?_
  by_cases h : E a = E b
  · simp [h]
  · simp [hW a b h]

/-- The spin operator `σx` of the two-level model. -/
def spinX : Matrix (Fin 2) (Fin 2) ℂ := !![0, 1; 1, 0]

/-- The exchange term `3σz + σy` of the two-level model. -/
def exchange : Matrix (Fin 2) (Fin 2) ℂ := !![3, -Complex.I; Complex.I, -3]

/-- The spin-orbit term `-σz - σy` of the two-level model. -/
def spinOrbit : Matrix (Fin 2) (Fin 2) ℂ := !![-1, Complex.I; -Complex.I, 1]

/-- The spin-up and spin-down states along `z`. -/
def spinState : Fin 2 → Fin 2 → ℂ := ![![1, 0], ![0, 1]]

/-- With `H0 = 1`, the two-level model has a Hermitian Hamiltonian, a spin operator commuting
with `H0`, and the states up and down as eigenvectors of energies `3` and `-1`. -/
theorem twoLevel_witness :
    (1 + exchange + spinOrbit).IsHermitian ∧
      spinX * (1 : Matrix (Fin 2) (Fin 2) ℂ) = 1 * spinX ∧
      ∀ a, (1 + exchange + spinOrbit) *ᵥ spinState a
        = (((![3, -1] : Fin 2 → ℝ) a : ℝ) : ℂ) • spinState a := by
  -- the transverse parts of exchange and spin-orbit coupling cancel
  have hsum : 1 + exchange + spinOrbit = !![3, 0; 0, -1] := by
    ext i j
    fin_cases i <;> fin_cases j <;> simp [exchange, spinOrbit]
    norm_num
  rw [hsum]
  refine ⟨?_, by rw [mul_one, one_mul], ?_⟩
  · unfold Matrix.IsHermitian
    ext i j
    fin_cases i <;> fin_cases j <;> simp [Matrix.conjTranspose_apply]
  · intro a
    ext i
    fin_cases a <;> fin_cases i <;>
      simp [spinState, Matrix.mulVec, dotProduct, Fin.sum_univ_two]

/-- In the two-level model the spin-orbit and exchange torques both give the damping `8` from
equal-state pairs, but `8` and `72` respectively from pairs of different states. -/
theorem interband_damping_differs :
    damping (fun a b => if a = b then 1 else 0) spinState (torque spinX spinOrbit) = 8 ∧
    damping (fun a b => if a = b then 1 else 0) spinState (torque spinX exchange) = 8 ∧
    damping (fun a b => if a = b then 0 else 1) spinState (torque spinX spinOrbit) = 8 ∧
    damping (fun a b => if a = b then 0 else 1) spinState (torque spinX exchange) = 72 := by
  have hel : ∀ (A : Matrix (Fin 2) (Fin 2) ℂ) (a b : Fin 2),
      element (spinState a) A (spinState b) = A a b := by
    intro A a b
    fin_cases a <;> fin_cases b <;>
      simp [element, spinState, Matrix.mulVec, dotProduct, Fin.sum_univ_two]
  -- the two torque operators in closed form
  have hV : torque spinX spinOrbit = !![-(2 * Complex.I), 2; -2, 2 * Complex.I] := by
    ext i j
    fin_cases i <;> fin_cases j <;>
      simp [torque, spinX, spinOrbit] <;> ring
  have hX : torque spinX exchange = !![2 * Complex.I, -6; 6, -(2 * Complex.I)] := by
    ext i j
    fin_cases i <;> fin_cases j <;>
      simp [torque, spinX, exchange] <;> ring
  rw [hV, hX]
  refine ⟨?_, ?_, ?_, ?_⟩ <;> simp [damping, hel, Fin.sum_univ_two] <;> norm_num

end

end TorqueOperatorChoice
```

```lean
#print axioms TorqueOperatorChoice.spinOrbit_add_exchange_torque
-- 'TorqueOperatorChoice.spinOrbit_add_exchange_torque' depends on axioms: [propext, Classical.choice, Quot.sound]
#print axioms TorqueOperatorChoice.degenerate_torques
-- 'TorqueOperatorChoice.degenerate_torques' depends on axioms: [propext, Classical.choice, Quot.sound]
#print axioms TorqueOperatorChoice.intraband_damping_eq
-- 'TorqueOperatorChoice.intraband_damping_eq' depends on axioms: [propext, Classical.choice, Quot.sound]
#print axioms TorqueOperatorChoice.interband_damping_differs
-- 'TorqueOperatorChoice.interband_damping_differs' depends on axioms: [propext, Classical.choice, Quot.sound]
```

## From the commutator to the damping sums

`torque_split` expands the commutators, replaces `S * H0` by `H0 * S`, and lets `abel` cancel the $H_0$ terms.

`element_total_torque` contains the Hermiticity argument. Its intermediate fact `h1` is the eigenvalue equation for the bra, $u^\dagger H=E_u u^\dagger$. It is obtained by conjugating `hu`, then using `hH.eq` to replace $H^\dagger$ by $H$ and the reality of $E_u$ to remove the conjugate. The following rewrites let $H$ act on $v$ in the first term of the commutator and on $u$ in the second, and `ring` collects the energy difference.

`spinOrbit_add_exchange_torque` combines these two lemmas, using the linearity of the matrix element. In `degenerate_torques` the same `E` appears for both states, so the right side becomes zero. One element is then minus the other, and taking norms gives the equal magnitudes.

In `damping_difference`, the local statement `key` is the expansion of $|Ds-x|^2-|x|^2$, proved by writing out real and imaginary parts. The two double sums are merged and compared term by term, with the spin–orbit element replaced by $Ds-x$ through the pair identity.

`intraband_damping_eq` then shows that every term of that difference is zero. It splits each pair into two cases: either the energies agree and the bracket vanishes, or they differ and the weight vanishes.

For the spin-½ model, `hsum` computes the total Hamiltonian, from which Hermiticity and the eigenvalue equations are checked entry by entry. In the last theorem, `hel` says that a matrix element between the basis states is simply a matrix entry, while `hV` and `hX` are the two torque matrices displayed above. The four sums are then arithmetic.

## If the spin does not commute with $H_0$

Take $H_0=\sigma_z$, $X=-\sigma_z$, $V=0$ and $S=\sigma_x$. The total Hamiltonian is zero, so spin up and spin down are both eigenstates with energy $0$. Yet between up and down the spin–orbit torque has the element $0$, while the exchange torque $[\sigma_x,-\sigma_z]=2i\sigma_y$ has the element $2$. The equality of magnitudes fails.

What spoils it is the matrix element of $[S,H_0]$ between the two states. If that element vanishes for a given pair, the identity holds for that pair; commutation guarantees this for all pairs at once. In a calculation, it is therefore worth checking that no spin-dependent term, such as an applied Zeeman field, has been left in $H_0$.

## The same relation for dipole matrix elements

`element_total_torque` uses neither the splitting of $H$ nor any property of spin. With a position matrix $R$ in place of $S$ it reads
$$\langle u,[R,H]v\rangle=(E_v-E_u)\langle u,Rv\rangle .$$
This connects the velocity and length forms of a dipole matrix element for a finite system in a finite basis, provided that the velocity is defined as the commutator $(i/\hbar)[H,R]$ of the same matrices.
